# A product amplitude solves the hydrogenic Stark equation exactly when its nonzero factors solve two separated equations

## An electron between a nucleus and a uniform field

Put a hydrogen-like atom in a uniform electric field along the \(z\) axis. The nucleus attracts the electron towards a point, while the field pushes it along a line. The field adds the potential energy \(Fr\cos\theta\), which breaks the spherical symmetry, and the Schrödinger equation no longer separates in \(r\) and \(\theta\). Rotation about the axis remains a symmetry, and solutions of given energy can be sought in the form \(\psi\,e^{im\varphi}\) with an integer \(m\). What is left is a partial differential equation in two variables, and the question is whether it splits further.

In atomic units, with nuclear charge \(Z\), field strength \(F\) and the nucleus held fixed, the Hamiltonian is
\[
H=-\tfrac12\nabla^2-\frac Zr+Fz .
\]
Parabolic coordinates are \(x=r+z\) and \(y=r-z\), so that
\[
r=\frac{x+y}{2},\qquad z=\frac{x-y}{2},\qquad \rho^2=r^2-z^2=xy,
\]
where \(\rho\) is the distance from the axis. Here \(x\) and \(y\) are not Cartesian coordinates. The squared scale factors are \(h_x^2=(x+y)/(4x)\), \(h_y^2=(x+y)/(4y)\) and \(h_\varphi^2=xy\), with \(h_xh_yh_\varphi=(x+y)/4\). The general formula for the Laplacian in orthogonal coordinates then gives
\[
\nabla^2=\frac{4}{x+y}\bigl(\partial_x x\,\partial_x+\partial_y y\,\partial_y\bigr)+\frac1{xy}\,\partial_\varphi^2 .
\]
On the factor \(e^{im\varphi}\), \(\partial_\varphi^2\) becomes \(-m^2\), and
\[
H\psi=-\frac{2}{x+y}\bigl(\partial_x(x\,\partial_x\psi)+\partial_y(y\,\partial_y\psi)\bigr)
+\Bigl(\frac{m^2}{2xy}-\frac{2Z}{x+y}+\frac{F(x-y)}2\Bigr)\psi .
\]

## The equivalence for products

Let \(f\) and \(g\) be complex-valued and twice differentiable on \((0,\infty)\), neither of them identically zero there. Then \(H(fg)=E\,fg\) for all \(x,y>0\) if and only if some constant \(b\) satisfies, for all \(x,y>0\),
\[
xf''+f'+\Bigl(\frac{Ex}2-\frac{Fx^2}4-\frac{m^2}{4x}+b\Bigr)f=0,
\]
\[
yg''+g'+\Bigl(\frac{Ey}2+\frac{Fy^2}4-\frac{m^2}{4y}+Z-b\Bigr)g=0 .
\]
For hydrogen \(Z=1\), and the constant in the second equation is \(1-b\). Since \((xf')'=xf''+f'\), the kinetic terms may be written either way.

For one electron in the Coulomb potential of a nucleus and a uniform field, the equivalence reduces the search for product solutions to two ordinary differential equations that share \(E\) and \(b\). The Stark shifts themselves require boundary conditions as well, and these play no part here.

## Splitting the equation by hand

Write the left-hand side of a separated equation as
\[
S_{F,\beta}[u](x)=xu''+u'+\Bigl(\frac{Ex}2-\frac{Fx^2}4-\frac{m^2}{4x}+\beta\Bigr)u .
\]
The two equations above are \(S_{F,b}[f]=0\) and \(S_{-F,Z-b}[g]=0\).

Multiply \((H-E)fg\) by \(-(x+y)/2\). The potential and energy terms become
\[
-\frac{m^2(x+y)}{4xy}+Z-\frac{F(x^2-y^2)}4+\frac{E(x+y)}2 .
\]
Each part is a function of \(x\) plus a function of \(y\), because \((x+y)/(xy)=1/x+1/y\) and \((x-y)(x+y)=x^2-y^2\). Split the charge as \(Z=b+(Z-b)\) and collect terms. For every \(b\),
\[
(H-E)fg=-\frac2{x+y}\Bigl(S_{F,b}[f](x)\,g(y)+f(x)\,S_{-F,Z-b}[g](y)\Bigr).
\]

If both separated equations hold, the right-hand side vanishes, which proves one direction.

For the other direction, suppose that \((H-E)fg=0\) everywhere. The prefactor is nonzero, so the bracket vanishes for all \(x,y>0\) and every \(b\). Choose \(x_0\) with \(f(x_0)\neq0\) and set
\[
b=-\frac{S_{F,0}[f](x_0)}{f(x_0)} .
\]
Since \(S_{F,b}[f]=S_{F,0}[f]+bf\), this makes \(S_{F,b}[f](x_0)=0\). On the line \(x=x_0\) the bracket reduces to \(f(x_0)\,S_{-F,Z-b}[g](y)=0\), so the second equation holds for every \(y\). Now choose \(y_0\) with \(g(y_0)\neq0\). On the line \(y=y_0\) what remains is \(S_{F,b}[f](x)\,g(y_0)=0\), so the first equation holds for every \(x\).

This argument never divides by \(f(x)g(y)\) at a general point, so nodes of the amplitudes cause no trouble. The constant is also unique: if \(b\) and \(b'\) both satisfy the first equation at a point where \(f\neq0\), subtraction gives \((b-b')f=0\) there.

## The ground state at one point

Take \(Z=1\), \(F=0\), \(m=0\) and \(f(x)=e^{-x/2}\), \(g(y)=e^{-y/2}\). The product is \(e^{-(x+y)/2}=e^{-r}\), the unnormalised hydrogen ground state. Here \(xf''+f'=(x/4-1/2)f\), and likewise for \(g\).

At \(x=2\), \(y=4\) the kinetic factors are \(0\) and \(1/2\), so
\[
\frac{H(fg)}{fg}=-\frac26\Bigl(0+\frac12\Bigr)-\frac26=-\frac12 .
\]
With \(E=-1/2\) and \(x_0=2\), the recipe for the constant gives \(S_{0,0}[f](2)/f(2)=0-1/2\), hence \(b=1/2\). The second equation at \(y=4\), divided by \(g(4)\), reads \(1/2-1+1/2=0\).

## A vanishing factor breaks the equivalence

Let \(f=0\), \(g=1\), \(m=0\) and \(F\neq0\). The product is zero and satisfies the Stark equation for any \(E\). The second separated equation would require
\[
q(y)=\frac{Ey}2+\frac{Fy^2}4+Z-b=0\qquad\text{for all }y>0 .
\]
But \(q(1)-2q(2)+q(3)=F/2\neq0\), so no \(b\) works. A zero product carries no information about its other factor.

## How the Lean statement encodes the physics

`HasTwoDerivs u u1 u2` says that at every positive point `u1` is the derivative of `u` and `u2` the derivative of `u1`. Thus `f1` and `f2` stand for \(f'\) and \(f''\). The functions have type `ℝ → ℂ`, but nothing is required of them at zero or at negative arguments, and the second derivative need not be continuous.

`starkHamiltonian Z F m ψ x y` is the coordinate expression for \(H\psi\) derived above. It accepts any two-variable amplitude, and `axisKinetic` differentiates it in one variable with the other held fixed. The sign convention is that the field contributes the potential energy \(+Fz\). `separated E F m β u u1 u2 x` is \(S_{F,\beta}[u](x)\), and the equation for \(g\) uses it with `-F` and `Z - b`.

In `stark_separation`, `Z` and `F` are arbitrary reals, `m` is an integer, and `E` and `b` are complex, so complex resonance energies are admitted. The hypotheses `hf0` and `hg0` each supply a positive point where a factor is nonzero.

The passage from Cartesian to parabolic coordinates enters through the definition of the Hamiltonian and is not a theorem of the file. The domain \(x,y>0\) leaves out the \(z\) axis, including the nucleus. Regularity there, normalisability, quantisation of \(E\) and the completeness of product solutions are not addressed.

## The complete Lean file

```lean
import Mathlib

open Filter Topology

namespace StarkParabolicSeparation

noncomputable section

/-- On the positive half-line, `u1` is the first and `u2` the second derivative of the
amplitude `u`. -/
def HasTwoDerivs (u u1 u2 : ℝ → ℂ) : Prop :=
  ∀ x : ℝ, 0 < x → HasDerivAt u (u1 x) x ∧ HasDerivAt u1 (u2 x) x

/-- The kinetic expression `(x u')'` along one parabolic coordinate. -/
def axisKinetic (u : ℝ → ℂ) (x : ℝ) : ℂ :=
  deriv (fun s : ℝ => (s : ℂ) * deriv u s) x

/-- The Hamiltonian (atomic units) of one electron in the field of a nucleus of charge `Z` and a
uniform electric field `F` along the axis, in parabolic coordinates `x = r + z`, `y = r - z`,
acting on the amplitude `ψ` that multiplies `exp (i m φ)`. -/
def starkHamiltonian (Z F : ℝ) (m : ℤ) (ψ : ℝ → ℝ → ℂ) (x y : ℝ) : ℂ :=
  -2 / ((x : ℂ) + y) * (axisKinetic (fun t => ψ t y) x + axisKinetic (fun t => ψ x t) y)
    + ((m : ℂ) ^ 2 / (2 * x * y) - 2 * Z / ((x : ℂ) + y) + F * ((x : ℂ) - y) / 2) * ψ x y

/-- The left-hand side `x u'' + u' + (E x / 2 - F x² / 4 - m² / (4 x) + β) u` of the separated
equation in one parabolic coordinate. -/
def separated (E : ℂ) (F : ℝ) (m : ℤ) (β : ℂ) (u u1 u2 : ℝ → ℂ) (x : ℝ) : ℂ :=
  x * u2 x + u1 x
    + (E * x / 2 - F * (x : ℂ) ^ 2 / 4 - (m : ℂ) ^ 2 / (4 * x) + β) * u x

/-- Along one coordinate, the kinetic expression of an amplitude times a constant is
`x u'' + u'` times that constant. -/
theorem axisKinetic_mul_const {u u1 u2 : ℝ → ℂ} (hu : HasTwoDerivs u u1 u2) (c : ℂ)
    {x : ℝ} (hx : 0 < x) :
    axisKinetic (fun t => u t * c) x = (x * u2 x + u1 x) * c := by
  unfold axisKinetic
  -- near `x` the inner derivative is the named first derivative
  have h1 : (fun s : ℝ => (s : ℂ) * deriv (fun t => u t * c) s)
      =ᶠ[𝓝 x] fun s : ℝ => (s : ℂ) * (u1 s * c) := by
    filter_upwards [Ioi_mem_nhds hx] with s hs
    rw [((hu s hs).1.mul_const c).deriv]
  rw [h1.deriv_eq]
  have h2 : HasDerivAt (fun s : ℝ => (s : ℂ)) 1 x := by
    simpa using (hasDerivAt_id x).ofReal_comp
  have h3 := h2.fun_mul ((hu x hx).2.mul_const c)
  exact h3.deriv.trans (by ring)

/-- For every constant `b`, the defect `(H - E) f g` of a product amplitude is `-2 / (x + y)`
times a combination of the two separated expressions. -/
theorem stark_defect_of_product (Z F : ℝ) (m : ℤ) (E b : ℂ) {f f1 f2 g g1 g2 : ℝ → ℂ}
    (hf : HasTwoDerivs f f1 f2) (hg : HasTwoDerivs g g1 g2)
    {x y : ℝ} (hx : 0 < x) (hy : 0 < y) :
    starkHamiltonian Z F m (fun s t => f s * g t) x y - E * (f x * g y)
      = -2 / ((x : ℂ) + y) * (separated E F m b f f1 f2 x * g y
          + f x * separated E (-F) m (Z - b) g g1 g2 y) := by
  have hX := axisKinetic_mul_const hf (g y) hx
  have hY : axisKinetic (fun t => f x * g t) y = (y * g2 y + g1 y) * f x := by
    have h := axisKinetic_mul_const hg (f x) hy
    have hc : (fun t => f x * g t) = fun t => g t * f x := by
      funext t
      ring
    rw [hc]
    exact h
  have hx0 : (x : ℂ) ≠ 0 := by exact_mod_cast hx.ne'
  have hy0 : (y : ℂ) ≠ 0 := by exact_mod_cast hy.ne'
  have hxy : (x : ℂ) + y ≠ 0 := by exact_mod_cast (add_pos hx hy).ne'
  simp only [starkHamiltonian, separated]
  rw [hX, hY]
  push_cast
  field_simp
  ring

/-- **Parabolic separation of the Stark problem.** A product `f(x) g(y)` with neither factor
identically zero on the positive half-line satisfies the Stark equation with energy `E` at all `x, y
> 0` exactly when, for all positive arguments and some constant `b`, `f` and `g` satisfy the
separated equations with constants `b` and `Z - b` and with opposite signs of the field. -/
theorem stark_separation (Z F : ℝ) (m : ℤ) (E : ℂ) {f f1 f2 g g1 g2 : ℝ → ℂ}
    (hf : HasTwoDerivs f f1 f2) (hg : HasTwoDerivs g g1 g2)
    (hf0 : ∃ x : ℝ, 0 < x ∧ f x ≠ 0) (hg0 : ∃ y : ℝ, 0 < y ∧ g y ≠ 0) :
    (∀ x y : ℝ, 0 < x → 0 < y →
        starkHamiltonian Z F m (fun s t => f s * g t) x y = E * (f x * g y)) ↔
      ∃ b : ℂ, (∀ x : ℝ, 0 < x → separated E F m b f f1 f2 x = 0) ∧
        ∀ y : ℝ, 0 < y → separated E (-F) m (Z - b) g g1 g2 y = 0 := by
  constructor
  · intro h
    obtain ⟨x₀, hx₀, hfx⟩ := hf0
    obtain ⟨y₀, hy₀, hgy⟩ := hg0
    -- choose `b` so that the first separated equation holds at `x₀`
    obtain ⟨b, hb⟩ : ∃ b : ℂ, separated E F m b f f1 f2 x₀ = 0 := by
      refine ⟨-separated E F m 0 f f1 f2 x₀ / f x₀, ?_⟩
      have hadd : ∀ β : ℂ, separated E F m β f f1 f2 x₀
          = separated E F m 0 f f1 f2 x₀ + β * f x₀ := by
        intro β
        simp only [separated]
        ring
      rw [hadd, div_mul_cancel₀ _ hfx]
      ring
    have key : ∀ x y : ℝ, 0 < x → 0 < y → separated E F m b f f1 f2 x * g y
        + f x * separated E (-F) m (Z - b) g g1 g2 y = 0 := by
      intro x y hx hy
      have hd := stark_defect_of_product Z F m E b hf hg hx hy
      rw [h x y hx hy, sub_self] at hd
      have hxy : (x : ℂ) + y ≠ 0 := by exact_mod_cast (add_pos hx hy).ne'
      have hne : (-2 : ℂ) / ((x : ℂ) + y) ≠ 0 := div_ne_zero (by norm_num) hxy
      exact (mul_eq_zero.mp hd.symm).resolve_left hne
    -- the line `x = x₀` gives the equation for `g`, then `y = y₀` the one for `f`
    have hG : ∀ y : ℝ, 0 < y → separated E (-F) m (Z - b) g g1 g2 y = 0 := by
      intro y hy
      have hk := key x₀ y hx₀ hy
      rw [hb, zero_mul, zero_add] at hk
      exact (mul_eq_zero.mp hk).resolve_left hfx
    refine ⟨b, fun x hx => ?_, hG⟩
    have hk := key x y₀ hx hy₀
    rw [hG y₀ hy₀, mul_zero, add_zero] at hk
    exact (mul_eq_zero.mp hk).resolve_right hgy
  · rintro ⟨b, hF, hG⟩ x y hx hy
    have hd := stark_defect_of_product Z F m E b hf hg hx hy
    rw [hF x hx, hG y hy, zero_mul, mul_zero, add_zero, mul_zero] at hd
    exact sub_eq_zero.mp hd

/-- For given `E`, `F`, `m`, `f`, `f1` and `f2`, the separated equation at a point where `f` is
nonzero holds for at most one separation constant. -/
theorem separation_constant_unique {E b b' : ℂ} {F : ℝ} {m : ℤ} {f f1 f2 : ℝ → ℂ} {x : ℝ}
    (hfx : f x ≠ 0) (hb : separated E F m b f f1 f2 x = 0)
    (hb' : separated E F m b' f f1 f2 x = 0) : b = b' := by
  simp only [separated] at hb hb'
  have h : (b - b') * f x = 0 := by linear_combination hb - hb'
  exact sub_eq_zero.mp ((mul_eq_zero.mp h).resolve_right hfx)

/-- The exponential `exp (-Z t / 2)` with its first two derivatives. -/
theorem exponential_hasTwoDerivs (Z : ℝ) :
    HasTwoDerivs (fun t => Complex.exp (-(Z / 2 : ℂ) * t))
      (fun t => -(Z / 2 : ℂ) * Complex.exp (-(Z / 2 : ℂ) * t))
      (fun t => (Z / 2 : ℂ) ^ 2 * Complex.exp (-(Z / 2 : ℂ) * t)) := by
  intro x _
  have h2 : HasDerivAt (fun s : ℝ => (s : ℂ)) 1 x := by
    simpa using (hasDerivAt_id x).ofReal_comp
  have h : HasDerivAt (fun t : ℝ => Complex.exp (-(Z / 2 : ℂ) * t))
      (-(Z / 2 : ℂ) * Complex.exp (-(Z / 2 : ℂ) * x)) x :=
    ((h2.const_mul (-(Z / 2 : ℂ))).cexp).congr_deriv (by ring)
  exact ⟨h, (h.const_mul (-(Z / 2 : ℂ))).congr_deriv (by ring)⟩

/-- Without field and for `m = 0`, the product of the exponentials `exp (-Z x / 2)` and
`exp (-Z y / 2)` satisfies the Stark equation with energy `-Z² / 2`. -/
theorem zero_field_exponential (Z : ℝ) {x y : ℝ} (hx : 0 < x) (hy : 0 < y) :
    starkHamiltonian Z 0 0
        (fun s t => Complex.exp (-(Z / 2 : ℂ) * s) * Complex.exp (-(Z / 2 : ℂ) * t)) x y
      = -(Z : ℂ) ^ 2 / 2
        * (Complex.exp (-(Z / 2 : ℂ) * x) * Complex.exp (-(Z / 2 : ℂ) * y)) := by
  -- both separated equations hold with `b = Z / 2`
  have hd := stark_defect_of_product Z 0 0 (-(Z : ℂ) ^ 2 / 2) (Z / 2)
    (exponential_hasTwoDerivs Z) (exponential_hasTwoDerivs Z) hx hy
  refine sub_eq_zero.mp (hd.trans ?_)
  simp only [separated]
  push_cast
  ring

/-- In a nonzero field the equivalence fails for `f = 0`, `g = 1`, `m = 0`: the product satisfies
the Stark equation, but no constant `b` makes both separated equations hold. -/
theorem separation_fails_for_zero_factor (Z F : ℝ) (E : ℂ) (hF : F ≠ 0) :
    (∀ x y : ℝ, 0 < x → 0 < y →
        starkHamiltonian Z F 0 (fun _ _ => (0 : ℂ) * 1) x y = E * (0 * 1)) ∧
      ¬ ∃ b : ℂ,
        (∀ x : ℝ, 0 < x → separated E F 0 b (fun _ => 0) (fun _ => 0) (fun _ => 0) x = 0) ∧
        ∀ y : ℝ, 0 < y →
          separated E (-F) 0 (Z - b) (fun _ => 1) (fun _ => 0) (fun _ => 0) y = 0 := by
  constructor
  · intro x y _ _
    simp [starkHamiltonian, axisKinetic]
  · rintro ⟨b, -, h⟩
    -- the second difference at `y = 1, 2, 3` isolates the field
    have h1 := h 1 (by norm_num)
    have h2 := h 2 (by norm_num)
    have h3 := h 3 (by norm_num)
    simp only [separated] at h1 h2 h3
    push_cast at h1 h2 h3
    have hz : (F : ℂ) = 0 := by linear_combination 2 * h1 - 4 * h2 + 2 * h3
    exact hF (by exact_mod_cast hz)

end

end StarkParabolicSeparation
```

```lean
#print axioms StarkParabolicSeparation.stark_separation
#print axioms StarkParabolicSeparation.separation_constant_unique
#print axioms StarkParabolicSeparation.zero_field_exponential
#print axioms StarkParabolicSeparation.separation_fails_for_zero_factor
```

```
'StarkParabolicSeparation.stark_separation' depends on axioms: [propext, Classical.choice, Quot.sound]
'StarkParabolicSeparation.separation_constant_unique' depends on axioms: [propext, Classical.choice, Quot.sound]
'StarkParabolicSeparation.zero_field_exponential' depends on axioms: [propext, Classical.choice, Quot.sound]
'StarkParabolicSeparation.separation_fails_for_zero_factor' depends on axioms: [propext, Classical.choice, Quot.sound]
```

## From the product rule to the separation constant

`axisKinetic_mul_const` computes the kinetic term of \(u(t)c\) as \((xu''+u')c\). The outer derivative at \(x\) depends on the inner one throughout a neighbourhood of \(x\), not only at the point itself. The proof therefore uses `filter_upwards` to replace `deriv` by the named derivative `u1` at all nearby positive points. The product rule for \(s\cdot u'(s)c\) then gives the result.

`stark_defect_of_product` is the identity for \((H-E)fg\). It applies the kinetic lemma once with \(g(y)\) as the constant and once with \(f(x)\). After \(x\), \(y\) and \(x+y\) are shown to be nonzero, `field_simp` clears the denominators and `ring` checks the collection of terms done by hand above.

The forward half of `stark_separation` follows the argument with two lines. The block producing `hb` chooses \(b\) at `x₀`; its auxiliary statement `hadd` is \(S_{F,\beta}[f]=S_{F,0}[f]+\beta f\) at that point. The statement `key` removes the nonzero prefactor and leaves the vanishing bracket. Then `hG` evaluates `key` on the line \(x=x_0\) and cancels \(f(x_0)\), and the last lines do the same at \(y_0\) and cancel \(g(y_0)\). The reverse half substitutes the two separated equations into the defect identity, without using `hf0` or `hg0`.

`separation_constant_unique` is the subtraction argument, with `linear_combination` forming the difference of the two equations. It needs only one point where the amplitude is nonzero.

`exponential_hasTwoDerivs` supplies the derivatives of \(e^{-Zt/2}\), and `zero_field_exponential` inserts them into the defect identity with \(b=Z/2\). This extends the numerical example to all \(x,y>0\) and every real \(Z\), with energy \(-Z^2/2\); for \(Z>0\) the product is the unnormalised ground state \(e^{-Zr}\).

`separation_fails_for_zero_factor` establishes both parts of the counterexample. Simplification shows that the zero product solves the Stark equation. For the second part, the separated equation is evaluated at \(1,2,3\) and combined with coefficients \(2,-4,2\), twice the second difference used above. The result is \(F=0\), contradicting `hF`.
